# No nontrivial associative complex algebra contains positions and kinetic momenta for the field $\mathbf B=b\,\mathbf x$ with $b\neq0$

A linearised magnetic field can enter a Hamiltonian through $\mathbf p-\mathbf A$ only if its three diagonal gradients add up to zero, because a curl has no divergence. For one charged quantum particle in a field with components $B_l=c_l x_l$, a nonzero sum also rules out the position and kinetic-momentum commutators themselves, for any operators that act on a common nonzero space and map it into itself.

For example, $(g x_0,\,g x_1,\,-2g x_2)$ passes this check on the sum. The field $(b x_0,\,b x_1,\,b x_2)$ of a uniform magnetic charge density fails it for $b\ne0$. Code that nevertheless uses the potential $(b x_1x_2,\,-b x_2x_0,\,0)$ actually simulates the field $(b x_0,\,b x_1,\,-2b x_2)$.

## The commutators that encode the field

Charge and $\hbar$ are one, and indices run over $0,1,2$. With $[a,b]=ab-ba$, the positions $x_j$ and kinetic momenta $P_j$ are required to satisfy
$$[x_j,P_k]=i\delta_{jk},\qquad [P_j,P_k]=i\sum_l\epsilon_{jkl}c_l x_l .$$

In Lean 4 with Mathlib:

```lean
import Mathlib

open MvPolynomial Complex

namespace SmearedMagneticCharge

noncomputable section

/-- The commutator of two elements of an associative ring. -/
def comm {R : Type*} [Ring R] (a b : R) : R := a * b - b * a
```

Index addition in `eps` is modulo 3, so cyclic orders give $+1$.

```lean
/-- The Levi-Civita symbol in three dimensions, with indices 0, 1, 2. -/
def eps (j k l : Fin 3) : ℂ :=
  if k = j + 1 ∧ l = j + 2 then 1 else if k = j + 2 ∧ l = j + 1 then -1 else 0
```

`LinearFieldRelations x P c` states both relations for elements of any complex algebra `A`. The gradients `c` may be complex; off-diagonal gradients are not covered. Neither commuting positions nor self-adjointness is assumed.

```lean
/-- Commutation relations of positions `x` and kinetic momenta `P` in the linear magnetic
field with components `c l * x l` (charge and `ℏ` set to one). -/
structure LinearFieldRelations {A : Type*} [Ring A] [Algebra ℂ A]
    (x P : Fin 3 → A) (c : Fin 3 → ℂ) : Prop where
  position_momentum : ∀ j k, comm (x j) (P k) = (if j = k then I else 0) • (1 : A)
  momentum_momentum : ∀ j k, comm (P j) (P k) = I • ∑ l, (eps j k l * c l) • x l
```

## Associativity

Operators compose associatively, and this gives the Jacobi identity: when the three double commutators are expanded, their twelve triple products cancel in pairs. `noncomm_ring` does this expansion. For a non-associative product the identity can fail, and the argument stops here.

```lean
/-- The Jacobi identity for commutators in an associative ring. -/
theorem jacobi {R : Type*} [Ring R] (a b d : R) :
    comm a (comm b d) + comm b (comm d a) + comm d (comm a b) = 0 := by
  unfold comm
  noncomm_ring
```

## The canonical relation between position and momentum

This relation says that momentum generates translations. By hand, it turns a field component into a number:
$$[P_j,\,i s x_j]=i s\,[P_j,x_j]=i s(-i)=s .$$
The proof takes the diagonal case of `position_momentum`, reverses its sign, moves the scalars outside and finishes with $i^2=-1$. Without this relation there is no constraint: $x_j=P_j=0$ satisfies the momentum relation for every $c$.

```lean
section Constraint

variable {A : Type*} [Ring A] [Algebra ℂ A] {x P : Fin 3 → A} {c : Fin 3 → ℂ}

/-- The commutator of a kinetic momentum with `i s` times its own coordinate is the
scalar `s`. -/
theorem comm_momentum_field (h : LinearFieldRelations x P c) (j : Fin 3) (s : ℂ) :
    comm (P j) (I • (s • x j)) = s • (1 : A) := by
  have h1 : x j * P j - P j * x j = I • (1 : A) := by
    have h0 := h.position_momentum j j
    rwa [if_pos rfl] at h0
  have h2 : P j * x j - x j * P j = -(I • (1 : A)) := by
    rw [← h1, neg_sub]
  simp only [comm, mul_smul_comm, smul_mul_assoc, ← smul_sub]
  rw [h2]
  simp only [smul_neg, smul_smul]
  rw [← neg_smul]
  congr 1
  linear_combination (-s) * I_sq
```

## The momentum commutators as a magnetic field

The second relation expresses the commutators of the kinetic momenta with each other through the field. It gives
$$[P_1,P_2]=i c_0x_0,\quad [P_2,P_0]=i c_1x_1,\quad [P_0,P_1]=i c_2x_2 .$$
Inserting these in the Jacobi identity yields
$$0=[P_0,[P_1,P_2]]+[P_1,[P_2,P_0]]+[P_2,[P_0,P_1]]=(c_0+c_1+c_2)\,1 .$$
In the proof, `h0`, `h1` and `h2` are the three field commutators, and `hJ` is the Jacobi identity into which they are substituted. Without the second relation, the free momenta $-i\partial_j$ satisfy the first one and leave $c$ arbitrary.

```lean
/-- The Jacobi identity of the kinetic momenta makes the divergence of the linear field,
times the unit of the algebra, vanish. -/
theorem divergence_smul_one (h : LinearFieldRelations x P c) :
    (∑ l, c l) • (1 : A) = 0 := by
  -- the three independent field components
  have h0 : comm (P 1) (P 2) = I • (c 0 • x 0) := by
    rw [h.momentum_momentum]
    simp [eps]
  have h1 : comm (P 2) (P 0) = I • (c 1 • x 1) := by
    rw [h.momentum_momentum]
    simp [eps]
  have h2 : comm (P 0) (P 1) = I • (c 2 • x 2) := by
    rw [h.momentum_momentum]
    simp [eps]
  -- each double commutator contributes one diagonal field gradient
  have hJ := jacobi (P 0) (P 1) (P 2)
  rw [h0, h1, h2, comm_momentum_field h, comm_momentum_field h,
    comm_momentum_field h] at hJ
  rw [Fin.sum_univ_three, add_smul, add_smul]
  exact hJ
```

## An algebra with $1\neq0$

`Nontrivial A` excludes the zero algebra, which represents no quantum system and satisfies every relation. Only with this hypothesis does $(\sum_l c_l)\,1=0$ become $\sum_l c_l=0$.

```lean
/-- If the linear-field relations hold in a nontrivial algebra, the gradients `c l` sum to zero. -/
theorem divergence_eq_zero [Nontrivial A] (h : LinearFieldRelations x P c) :
    ∑ l, c l = 0 :=
  (smul_eq_zero.mp (divergence_smul_one h)).resolve_right one_ne_zero
```

## A nonzero charge density

The scalar $b$ sets a uniform magnetic charge density, which is proportional to $\nabla\cdot(b\mathbf x)=3b$. With all gradients equal to $b$, the constraint reads $3b=0$, contradicting `hb`. In the limiting case $b=0$ the field disappears and the free-particle operators satisfy the relations. A point monopole has a different, nonlinear field, to which this theorem does not apply.

```lean
/-- No nontrivial associative complex algebra contains positions and kinetic momenta in
the radial field `b x` of a uniformly smeared magnetic charge with `b ≠ 0`. -/
theorem no_smeared_magnetic_charge [Nontrivial A] (x P : Fin 3 → A) {b : ℂ} (hb : b ≠ 0) :
    ¬ LinearFieldRelations x P (fun _ => b) := by
  intro h
  have h3 := divergence_eq_zero h
  rw [Fin.sum_univ_three] at h3
  exact hb (by linear_combination h3 / 3)

end Constraint
```

## Zero divergence as a sufficient condition

Conversely, suppose $\sum_l c_l=0$. On complex polynomials, let $x_j$ act by multiplication and set
$$P_j=-i\partial_j-A_j,\qquad \mathbf A=(c_1x_1x_2,\,-c_0x_2x_0,\,0).$$

```lean
/-- Complex polynomials in three coordinates, the space on which the operators below act. -/
abbrev Poly := MvPolynomial (Fin 3) ℂ

/-- The position operator: multiplication by a coordinate. -/
def position (j : Fin 3) : Module.End ℂ Poly := LinearMap.mulLeft ℂ (X j)

/-- The quadratic vector potential `(c₁ y z, -c₀ z x, 0)`. -/
def potential (c : Fin 3 → ℂ) : Fin 3 → Poly :=
  ![C (c 1) * X 1 * X 2, -(C (c 0) * X 2 * X 0), 0]

/-- The kinetic momentum operator `-i ∂_j - A_j` on polynomials. -/
def kinetic (c : Fin 3 → ℂ) (j : Fin 3) : Module.End ℂ Poly :=
  (-I) • (pderiv j : Derivation ℂ Poly Poly).toLinearMap - LinearMap.mulLeft ℂ (potential c j)

lemma position_apply (j : Fin 3) (f : Poly) : position j f = X j * f := rfl

lemma kinetic_apply (c : Fin 3 → ℂ) (j : Fin 3) (f : Poly) :
    kinetic c j f = -(C I * pderiv j f) - potential c j * f := by
  simp [kinetic, MvPolynomial.smul_eq_C_mul]
```

The product rule gives $[x_j,P_k]f=i\,\partial_k(x_j)f=i\delta_{jk}f$. Since partial derivatives commute, it also gives
$$[P_j,P_k]f=i(\partial_jA_k-\partial_kA_j)f .$$
The curl of $\mathbf A$ is $(c_0x_0,\,c_1x_1,\,-(c_0+c_1)x_2)$. The hypothesis is used in the last component, where $-(c_0+c_1)=c_2$.

`pderiv_swap` supplies the commuting derivatives. In the next theorem, `h2` rewrites $c_2$, `curl` checks all index pairs, and the remaining goals apply each commutator to a polynomial `f`. The positions of this model also commute.

```lean
lemma pderiv_swap (j k : Fin 3) (f : Poly) :
    pderiv j (pderiv k f) = pderiv k (pderiv j f) := by
  have h : ⁅(pderiv j : Derivation ℂ Poly Poly), (pderiv k : Derivation ℂ Poly Poly)⁆ = 0 := by
    refine MvPolynomial.derivation_ext fun i => ?_
    simp only [Derivation.commutator_apply, pderiv_X, Pi.single_apply]
    split_ifs <;> simp
  have h' := congrArg (fun D : Derivation ℂ Poly Poly => D f) h
  simp only [Derivation.commutator_apply, Derivation.zero_apply] at h'
  exact sub_eq_zero.mp h'

/-- For zero divergence, the position and kinetic momentum operators on polynomials satisfy
the linear-field relations, and the positions commute. -/
theorem linearFieldRelations_witness (c : Fin 3 → ℂ) (hc : ∑ l, c l = 0) :
    LinearFieldRelations position (kinetic c) c ∧
      ∀ j k, comm (position j) (position k) = 0 := by
  have h2 : c 2 = -c 0 - c 1 := by
    rw [Fin.sum_univ_three] at hc
    linear_combination hc
  -- the curl of the potential is the prescribed field
  have curl : ∀ j k, pderiv j (potential c k) - pderiv k (potential c j)
      = ∑ l, C (eps j k l * c l) * X l := by
    intro j k
    fin_cases j <;> fin_cases k <;>
      simp [potential, eps, Fin.sum_univ_three, h2, pderiv_X] <;> ring
  refine ⟨⟨fun j k => ?_, fun j k => ?_⟩, fun j k => ?_⟩
  · refine LinearMap.ext fun f => ?_
    by_cases hjk : j = k
    · subst hjk
      simp only [comm, LinearMap.sub_apply, Module.End.mul_apply, position_apply,
        kinetic_apply, Derivation.leibniz, smul_eq_mul, pderiv_X_self, if_true,
        LinearMap.smul_apply, Module.End.one_apply, MvPolynomial.smul_eq_C_mul]
      ring
    · simp only [comm, LinearMap.sub_apply, Module.End.mul_apply, position_apply,
        kinetic_apply, Derivation.leibniz, smul_eq_mul, pderiv_X_of_ne hjk, if_neg hjk,
        zero_smul, LinearMap.zero_apply]
      ring
  · refine LinearMap.ext fun f => ?_
    have hs : (I • ∑ l, (eps j k l * c l) • position l) f
        = C I * (∑ l, C (eps j k l * c l) * X l) * f := by
      simp only [LinearMap.smul_apply, LinearMap.sum_apply, position_apply,
        MvPolynomial.smul_eq_C_mul, Finset.sum_mul, mul_assoc]
    rw [hs, ← curl j k]
    simp only [comm, LinearMap.sub_apply, Module.End.mul_apply, kinetic_apply, map_sub,
      map_neg, Derivation.leibniz, smul_eq_mul, pderiv_C]
    rw [pderiv_swap j k f]
    ring
  · refine LinearMap.ext fun f => ?_
    simp only [comm, LinearMap.sub_apply, Module.End.mul_apply, position_apply,
      LinearMap.zero_apply]
    ring
```

The equivalence joins the two directions for operators on this polynomial space, which carries no inner product here. Nonzero polynomials are not square-integrable over all space, so they are not physical states; the model only shows that the relations are algebraically consistent.

```lean
/-- Operators on polynomials obeying the relations for the field `c l * x l` exist exactly
when the divergence of that field is zero. -/
theorem exists_operators_iff (c : Fin 3 → ℂ) :
    (∃ x P : Fin 3 → Module.End ℂ Poly, LinearFieldRelations x P c) ↔ ∑ l, c l = 0 := by
  constructor
  · rintro ⟨x, P, h⟩
    exact divergence_eq_zero h
  · intro hc
    exact ⟨position, kinetic c, (linearFieldRelations_witness c hc).1⟩

end

end SmearedMagneticCharge
```

```lean
#print axioms SmearedMagneticCharge.no_smeared_magnetic_charge
#print axioms SmearedMagneticCharge.exists_operators_iff
```

```
'SmearedMagneticCharge.no_smeared_magnetic_charge' depends on axioms: [propext, Classical.choice, Quot.sound]
'SmearedMagneticCharge.exists_operators_iff' depends on axioms: [propext, Classical.choice, Quot.sound]
```
